# A symmetric difference gives the sensitivity coefficient q to within M d²/6 when |ω'''| ≤ M

## How far off is q when it is computed from frequencies at x = ±1/8?

The estimate $4\,[\omega(1/8)-\omega(-1/8)]$ of the sensitivity coefficient $q=\omega'(0)$ errs by at most $M/384$, if $M$ bounds $|\omega'''|$ on $[-1/8,1/8]$. Here $\omega$ is a transition frequency in atomic units, as a function of $x=(\alpha/\alpha_0)^2-1$, where $\alpha$ is the fine-structure constant and $\alpha_0$ its reference value. For a general step $d>0$ the bound should be $Md^2/6$. I would like to see every step of the derivation, together with a proof that a computer has checked. Does $\omega'''$ have to be continuous? And what happens when the frequencies themselves carry numerical errors?

## Three integrations of the odd part

The bound holds as you state it, and $\omega'''$ need not be continuous: it only has to exist and satisfy $|\omega'''|\le M$ on $[-d,d]$. With frequency errors up to $\varepsilon$, the total error is at most $\varepsilon/d+Md^2/6$.

For $0\le t\le d$, take the odd combination with its linear part removed:

$$g(t)=\omega(t)-\omega(-t)-2t\,\omega'(0).$$

Its derivatives are

$$g'(t)=\omega'(t)+\omega'(-t)-2\omega'(0),\qquad g''(t)=\omega''(t)-\omega''(-t),\qquad g'''(t)=\omega'''(t)+\omega'''(-t).$$

So $g$, $g'$ and $g''$ vanish at $t=0$, and $|g'''|\le 2M$.

If $f(0)=0$ and $|f'(t)|\le Ct^n$, then $Ct^{n+1}/(n+1)\pm f(t)$ both start at zero and have non-negative slope. Hence $|f(t)|\le Ct^{n+1}/(n+1)$, and no integral of $f'$ is needed. Three applications give

$$|g''(t)|\le 2Mt,\qquad |g'(t)|\le Mt^2,\qquad |g(t)|\le \frac{Mt^3}{3}.$$

At $t=d$, division by $2d$ yields

$$\left|\frac{\omega(d)-\omega(-d)}{2d}-\omega'(0)\right|\le\frac{Md^2}{6},$$

and $d=1/8$ gives $M/(6\cdot 64)=M/384$.

The constant is sharp. For $\omega=w+qx+Mx^3/6$ with $M\ge 0$, the difference quotient is $q+Md^2/6$.

**Noisy frequencies.** If each computed frequency is off by at most $\varepsilon$, the quotient shifts by at most $2\varepsilon/(2d)=\varepsilon/d$, which adds to the previous bound. Let $h>0$ satisfy $Mh^3=3\varepsilon$. Then

$$\left(\frac{\varepsilon}{d}+\frac{Md^2}{6}\right)-\left(\frac{\varepsilon}{h}+\frac{Mh^2}{6}\right)=\frac{M(d-h)^2(d+2h)}{6d}\ge 0,$$

so $h$ minimises the total bound for fixed $M$ and $\varepsilon$.

**Response to α.** Since $dx/d\alpha=2/\alpha_0$ at $\alpha_0$, the chain rule gives $\alpha_0\,d\omega/d\alpha=2q$ there.

## What the Lean statements say

`SmoothFrequency ω ω₁ ω₂ ω₃ d M` says that `ω₁`, `ω₂` and `ω₃` are the successive derivatives of `ω` on the closed interval `Icc (-d) d`, one-sided at the end points, and that `|ω₃ x| ≤ M` there. The coefficient $q$ is `ω₁ 0`; for $d>0$ this is an ordinary two-sided derivative. The difference quotient is `qEstimate ω d`, and `alphaVar α₀ α` is the variable $x$.

The main theorem, `qEstimate_error`, assumes `0 < d` and `SmoothFrequency`, and `eighth_step_error` is the case $d=1/8$. In `noisy_qEstimate_error` the function `c` holds the computed frequencies; it need not be smooth, because only its values at $\pm d$ enter. The theorem `best_step` compares error bounds, not actual errors, and keeps $M$ the same for both steps.

Two constants are assumed, not derived from a Dirac or Kohn–Sham equation. $M$ limits how strongly the frequency can depart from a quadratic dependence on $x$ as relativistic effects are scaled. $\varepsilon$ stands for the numerical error of a frequency, such as incomplete self-consistency. If `ω` comes from an approximate functional, the theorems concern the $q$ of that functional, and its distance from the true atomic value is a separate matter.

The result bears on relativistic electronic-structure calculations of how spectral lines respond to a change of $\alpha$, for one frequency that depends on one parameter and has a known bound $M$.

```lean
import Mathlib

open Set

namespace AlphaSensitivity

noncomputable section

/-- The variable `x = (α/α₀)² - 1` that measures a change of the fine-structure constant from
its reference value `α₀ ≠ 0`. -/
def alphaVar (α₀ α : ℝ) : ℝ := (α / α₀) ^ 2 - 1

/-- The symmetric difference estimate of the sensitivity coefficient `q` from the frequencies
at `x = d` and `x = -d`, for `d ≠ 0`. -/
def qEstimate (ω : ℝ → ℝ) (d : ℝ) : ℝ := (ω d - ω (-d)) / (2 * d)

/-- The frequency `ω` has successive derivatives `ω₁`, `ω₂`, `ω₃` on `[-d, d]` (one-sided at the
end points), and the third is bounded by `M` in absolute value. -/
structure SmoothFrequency (ω ω₁ ω₂ ω₃ : ℝ → ℝ) (d M : ℝ) : Prop where
  first : ∀ x ∈ Icc (-d) d, HasDerivWithinAt ω (ω₁ x) (Icc (-d) d) x
  second : ∀ x ∈ Icc (-d) d, HasDerivWithinAt ω₁ (ω₂ x) (Icc (-d) d) x
  third : ∀ x ∈ Icc (-d) d, HasDerivWithinAt ω₂ (ω₃ x) (Icc (-d) d) x
  bound : ∀ x ∈ Icc (-d) d, |ω₃ x| ≤ M

/-- A function on `[0, d]` that vanishes at `0` and whose slope is at most `C tⁿ` in absolute
value is itself at most `C tⁿ⁺¹/(n+1)` in absolute value. -/
theorem abs_le_of_slope_le {f f' : ℝ → ℝ} {d C : ℝ} (n : ℕ) (h0 : f 0 = 0)
    (hf : ∀ t ∈ Icc 0 d, HasDerivWithinAt f (f' t) (Icc 0 d) t)
    (hb : ∀ t ∈ Icc 0 d, |f' t| ≤ C * t ^ n) :
    ∀ t ∈ Icc 0 d, |f t| ≤ C * t ^ (n + 1) / ((n : ℝ) + 1) := by
  intro t ht
  refine image_norm_le_of_norm_deriv_right_le_deriv_boundary (f := f) (f' := f')
    (a := 0) (b := d) (B := fun t => C * t ^ (n + 1) / ((n : ℝ) + 1))
    (B' := fun t => C * t ^ n) (fun x hx => (hf x hx).continuousWithinAt) ?_ ?_ ?_ ?_ ht
  · intro x hx
    refine (hf x ⟨hx.1, hx.2.le⟩).mono_of_mem_nhdsWithin ?_
    exact mem_nhdsWithin.2 ⟨Iio d, isOpen_Iio, hx.2,
      fun y hy => ⟨le_trans hx.1 hy.2, le_of_lt hy.1⟩⟩
  · simp [h0]
  · intro x
    have h := ((hasDerivAt_pow (n + 1) x).const_mul C).div_const ((n : ℝ) + 1)
    refine h.congr_deriv ?_
    have hn : (n : ℝ) + 1 ≠ 0 := by positivity
    simp only [Nat.add_sub_cancel, Nat.cast_add, Nat.cast_one]
    field_simp
  · intro x hx
    exact hb x ⟨hx.1, hx.2.le⟩

/-- If `f` has derivative `f'` on `[-d, d]`, then on `[0, d]` the function `f(t)` has derivative
`f'(t)` and its mirror image `f(-t)` has derivative `-f'(-t)`. -/
theorem deriv_and_mirror {f f' : ℝ → ℝ} {d t : ℝ}
    (hf : ∀ x ∈ Icc (-d) d, HasDerivWithinAt f (f' x) (Icc (-d) d) x) (ht : t ∈ Icc 0 d) :
    HasDerivWithinAt f (f' t) (Icc 0 d) t ∧
      HasDerivWithinAt (fun s => f (-s)) (-f' (-t)) (Icc 0 d) t := by
  obtain ⟨h1, h2⟩ := ht
  constructor
  · exact (hf t ⟨by linarith, h2⟩).mono (fun y hy => ⟨by linarith [hy.1, hy.2], hy.2⟩)
  · have hn : HasDerivWithinAt (fun s : ℝ => -s) (-1) (Icc 0 d) t :=
      (hasDerivAt_neg t).hasDerivWithinAt
    have hm : MapsTo (fun s : ℝ => -s) (Icc 0 d) (Icc (-d) d) :=
      fun y hy => ⟨by linarith [hy.2], by linarith [hy.1, hy.2]⟩
    have h := (hf (-t) ⟨by linarith, by linarith⟩).comp t hn hm
    have e : f' (-t) * -1 = -f' (-t) := by ring
    rw [e] at h
    exact h

/-- The difference `ω(t) - ω(-t)` departs from its linear part `2 t ω'(0)` by at most `M t³/3`
for `t` in `[0, d]`, if the third derivative is bounded by `M` on `[-d, d]`. -/
theorem odd_part_bound {ω ω₁ ω₂ ω₃ : ℝ → ℝ} {d M : ℝ}
    (h : SmoothFrequency ω ω₁ ω₂ ω₃ d M) :
    ∀ t ∈ Icc 0 d, |ω t - ω (-t) - 2 * ω₁ 0 * t| ≤ M * t ^ 3 / 3 := by
  -- first integration: the difference of second derivatives
  have k2 := abs_le_of_slope_le (f := fun t => ω₂ t - ω₂ (-t))
    (f' := fun t => ω₃ t - -ω₃ (-t)) (d := d) (C := 2 * M) 0 (by simp)
    (fun t ht => (deriv_and_mirror h.third ht).1.sub (deriv_and_mirror h.third ht).2)
    (by
      intro t ht
      have a := abs_le.1 (h.bound t ⟨by linarith [ht.1, ht.2], ht.2⟩)
      have b := abs_le.1 (h.bound (-t) ⟨by linarith [ht.2], by linarith [ht.1, ht.2]⟩)
      show |ω₃ t - -ω₃ (-t)| ≤ 2 * M * t ^ 0
      rw [pow_zero, abs_le]
      constructor <;> linarith [a.1, a.2, b.1, b.2])
  -- second integration: the sum of first derivatives
  have k1 := abs_le_of_slope_le (f := fun t => ω₁ t + ω₁ (-t) - 2 * ω₁ 0)
    (f' := fun t => ω₂ t + -ω₂ (-t)) (d := d) (C := 2 * M) 1
    (by simp only [neg_zero]; ring)
    (fun t ht => ((deriv_and_mirror h.second ht).1.add
      (deriv_and_mirror h.second ht).2).sub_const (2 * ω₁ 0))
    (by
      intro t ht
      show |ω₂ t + -ω₂ (-t)| ≤ 2 * M * t ^ 1
      rw [← sub_eq_add_neg]
      refine (k2 t ht).trans (le_of_eq ?_)
      push_cast
      ring)
  -- third integration: the frequency difference itself
  have k0 := abs_le_of_slope_le (f := fun t => ω t - ω (-t) - 2 * ω₁ 0 * t)
    (f' := fun t => ω₁ t - -ω₁ (-t) - 2 * ω₁ 0 * 1) (d := d) (C := M) 2 (by simp)
    (fun t ht => ((deriv_and_mirror h.first ht).1.sub (deriv_and_mirror h.first ht).2).sub
      ((hasDerivWithinAt_id t (Icc 0 d)).const_mul (2 * ω₁ 0)))
    (by
      intro t ht
      show |ω₁ t - -ω₁ (-t) - 2 * ω₁ 0 * 1| ≤ M * t ^ 2
      have e : ω₁ t - -ω₁ (-t) - 2 * ω₁ 0 * 1 = ω₁ t + ω₁ (-t) - 2 * ω₁ 0 := by ring
      rw [e]
      refine (k1 t ht).trans (le_of_eq ?_)
      push_cast
      ring)
  intro t ht
  refine (k0 t ht).trans (le_of_eq ?_)
  push_cast
  ring

/-- For `d > 0` and a third derivative bounded by `M` on `[-d, d]`, the symmetric difference
estimate differs from the sensitivity coefficient `q = ω'(0)` by at most `M d²/6`. -/
theorem qEstimate_error {ω ω₁ ω₂ ω₃ : ℝ → ℝ} {d M : ℝ} (hd : 0 < d)
    (h : SmoothFrequency ω ω₁ ω₂ ω₃ d M) :
    |qEstimate ω d - ω₁ 0| ≤ M * d ^ 2 / 6 := by
  have h2 : 0 < 2 * d := by linarith
  have e : qEstimate ω d - ω₁ 0 = (ω d - ω (-d) - 2 * ω₁ 0 * d) / (2 * d) := by
    rw [qEstimate, eq_div_iff h2.ne', sub_mul, div_mul_cancel₀ _ h2.ne']
    ring
  rw [e, abs_div, abs_of_pos h2, div_le_iff₀ h2]
  refine (odd_part_bound h d ⟨hd.le, le_rfl⟩).trans (le_of_eq ?_)
  ring

/-- With frequencies computed at `x = ±1/8`, the estimate `4(ω(1/8) - ω(-1/8))` of `q` errs by at
most `M/384`, where `M` bounds the third derivative on `[-1/8, 1/8]`. -/
theorem eighth_step_error {ω ω₁ ω₂ ω₃ : ℝ → ℝ} {M : ℝ}
    (h : SmoothFrequency ω ω₁ ω₂ ω₃ (1 / 8) M) :
    |4 * (ω (1 / 8) - ω (-(1 / 8))) - ω₁ 0| ≤ M / 384 := by
  have k := qEstimate_error (by norm_num) h
  have e : qEstimate ω (1 / 8) = 4 * (ω (1 / 8) - ω (-(1 / 8))) := by
    unfold qEstimate
    ring
  rw [e] at k
  refine k.trans (le_of_eq ?_)
  ring

/-- The cubic frequency `w + q x + M x³/6` with `M ≥ 0` has third derivative `M`, and for `d > 0`
its estimate of `q` errs by exactly `M d²/6`. -/
theorem cubic_attains_bound (w q : ℝ) {d M : ℝ} (hd : 0 < d) (hM : 0 ≤ M) :
    SmoothFrequency (fun x => w + q * x + M / 6 * x ^ 3) (fun x => q + M / 2 * x ^ 2)
        (fun x => M * x) (fun _ => M) d M ∧
      |qEstimate (fun x => w + q * x + M / 6 * x ^ 3) d - q| = M * d ^ 2 / 6 := by
  refine ⟨⟨fun x _ => ?_, fun x _ => ?_, fun x _ => ?_, fun _ _ => (abs_of_nonneg hM).le⟩, ?_⟩
  · have h := (((hasDerivAt_id x).const_mul q).const_add w).add
      ((hasDerivAt_pow 3 x).const_mul (M / 6))
    refine (h.congr_deriv ?_).hasDerivWithinAt
    show q * 1 + M / 6 * (((3 : ℕ) : ℝ) * x ^ 2) = q + M / 2 * x ^ 2
    push_cast
    ring
  · have h := ((hasDerivAt_pow 2 x).const_mul (M / 2)).const_add q
    refine (h.congr_deriv ?_).hasDerivWithinAt
    show M / 2 * (((2 : ℕ) : ℝ) * x ^ 1) = M * x
    push_cast
    ring
  · have h := (hasDerivAt_id x).const_mul M
    exact (h.congr_deriv (mul_one M)).hasDerivWithinAt
  · have h2 : 2 * d ≠ 0 := by positivity
    have e : qEstimate (fun x => w + q * x + M / 6 * x ^ 3) d - q = M * d ^ 2 / 6 := by
      simp only [qEstimate]
      rw [sub_eq_iff_eq_add, div_eq_iff h2]
      ring
    rw [e]
    exact abs_of_nonneg (by positivity)

/-- If the computed frequencies `c` at `x = ±d`, `d > 0`, are off by at most `ε` and the third
derivative of the true `ω` is bounded by `M` on `[-d, d]`, the estimate of `q` errs by at most
`ε/d + M d²/6`. -/
theorem noisy_qEstimate_error {ω ω₁ ω₂ ω₃ c : ℝ → ℝ} {d M ε : ℝ} (hd : 0 < d)
    (h : SmoothFrequency ω ω₁ ω₂ ω₃ d M)
    (hp : |c d - ω d| ≤ ε) (hm : |c (-d) - ω (-d)| ≤ ε) :
    |qEstimate c d - ω₁ 0| ≤ ε / d + M * d ^ 2 / 6 := by
  have h2 : 0 < 2 * d := by linarith
  -- the part of the error that comes from the computed frequencies
  have k : |qEstimate c d - qEstimate ω d| ≤ ε / d := by
    have e : qEstimate c d - qEstimate ω d
        = ((c d - ω d) - (c (-d) - ω (-d))) / (2 * d) := by
      unfold qEstimate
      ring
    have e2 : ε / d * (2 * d) = 2 * ε := by
      calc ε / d * (2 * d) = 2 * (ε / d * d) := by ring
        _ = 2 * ε := by rw [div_mul_cancel₀ _ hd.ne']
    rw [e, abs_div, abs_of_pos h2, div_le_iff₀ h2, e2, abs_le]
    have a := abs_le.1 hp
    have b := abs_le.1 hm
    constructor <;> linarith [a.1, a.2, b.1, b.2]
  have t := abs_sub_le (qEstimate c d) (qEstimate ω d) (ω₁ 0)
  linarith [qEstimate_error hd h]

/-- For `M ≥ 0`, the error bound `ε/d + M d²/6` over steps `d > 0` is smallest at a step `h > 0`
with `M h³ = 3 ε`. -/
theorem best_step {M ε h d : ℝ} (hM : 0 ≤ M) (hh : 0 < h) (hd : 0 < d)
    (hstep : M * h ^ 3 = 3 * ε) :
    ε / h + M * h ^ 2 / 6 ≤ ε / d + M * d ^ 2 / 6 := by
  have e : ε / h = M * h ^ 2 / 3 := by
    rw [div_eq_iff hh.ne']
    linear_combination -(1 / 3) * hstep
  -- the difference of the two bounds is a multiple of (d - h)² (d + 2h)
  have p : 0 ≤ M * ((d - h) ^ 2 * (d + 2 * h)) := by positivity
  have k : M * h ^ 2 / 2 - M * d ^ 2 / 6 ≤ ε / d := by
    rw [le_div_iff₀ hd]
    nlinarith [p, hstep]
  linarith

/-- If `ω` has slope `q` at `x = 0`, then at the reference value `α₀ ≠ 0` the logarithmic response
`α dω/dα` of the frequency to the fine-structure constant equals `2q`. -/
theorem response_to_alpha {ω : ℝ → ℝ} {q α₀ : ℝ} (hα : α₀ ≠ 0) (hω : HasDerivAt ω q 0) :
    α₀ * deriv (fun α => ω (alphaVar α₀ α)) α₀ = 2 * q := by
  have h0 : alphaVar α₀ α₀ = 0 := by simp [alphaVar, hα]
  have hx : HasDerivAt (alphaVar α₀) (2 / α₀) α₀ := by
    have h := (((hasDerivAt_id α₀).div_const α₀).pow 2).sub_const 1
    refine h.congr_deriv ?_
    simp [hα, div_eq_mul_inv]
  have hω' : HasDerivAt ω q (alphaVar α₀ α₀) := by
    rw [h0]
    exact hω
  have hc : HasDerivAt (fun α => ω (alphaVar α₀ α)) (q * (2 / α₀)) α₀ := hω'.comp α₀ hx
  rw [hc.deriv]
  calc α₀ * (q * (2 / α₀)) = 2 * q * (α₀ / α₀) := by ring
    _ = 2 * q := by rw [div_self hα, mul_one]

end

end AlphaSensitivity
```

```lean
#print axioms AlphaSensitivity.qEstimate_error
#print axioms AlphaSensitivity.eighth_step_error
#print axioms AlphaSensitivity.best_step
#print axioms AlphaSensitivity.response_to_alpha
```

```
'AlphaSensitivity.qEstimate_error' depends on axioms: [propext, Classical.choice, Quot.sound]
'AlphaSensitivity.eighth_step_error' depends on axioms: [propext, Classical.choice, Quot.sound]
'AlphaSensitivity.best_step' depends on axioms: [propext, Classical.choice, Quot.sound]
'AlphaSensitivity.response_to_alpha' depends on axioms: [propext, Classical.choice, Quot.sound]
```

## From the slope bound to the error of q

`abs_le_of_slope_le` is the step from a slope bound to a value bound. It applies a Mathlib comparison theorem with the boundary function $Ct^{n+1}/(n+1)$. The four goals that remain are the right-hand derivative of `f`, the initial value, the derivative of the boundary function and the slope inequality.

`deriv_and_mirror` supplies the derivatives of $f(t)$ and $f(-t)$ on $[0,d]$. The first is a restriction to a smaller interval, the second is the chain rule with $s\mapsto -s$.

`odd_part_bound` carries out the three integrations. Its steps `k2`, `k1` and `k0` bound $g''$, $g'$ and $g$, using the slope lemma with $n=0,1,2$. Each bound becomes the slope hypothesis of the next step.

`qEstimate_error` rewrites the error as $g(d)/(2d)$ and inserts this bound. `eighth_step_error` then substitutes the step and simplifies the constants.

`cubic_attains_bound` differentiates the cubic three times, which confirms that it satisfies `SmoothFrequency`, and then evaluates its error. `noisy_qEstimate_error` first bounds the shift caused by the computed values (step `k`) and finishes with the triangle inequality `abs_sub_le`. In `best_step`, the non-negative product `p` is the numerator in the comparison of the two bounds, and `nlinarith` uses it to establish the inequality. `response_to_alpha` computes the derivative of `alphaVar` at `α₀` and composes it with that of `ω`.

## A level crossing inside the interval

Suppose that the derivative conditions were required at all points but one. Take two levels that cross linearly at $x=a$ with $0<a<d$, and let $\omega(x)=|x-a|$ be the gap between them. Away from $a$ the third derivative is zero, so $M=0$ would promise an exact estimate. But $\omega'(0)=-1$, while the difference quotient is

$$\frac{(d-a)-(d+a)}{2d}=-\frac{a}{d}.$$

The error is $1-a/d$, which is $1/2$ for $a=d/2$. Continuity of $\omega$ together with the derivative conditions at all points but one is therefore not enough. In a calculation, this is what happens when states are labelled by energy order and two of them cross between the sampled points.

## Running the two calculations

In a program that works in atomic units, $\alpha$ is changed through the speed of light, whose value is $1/\alpha$. The points $x=\pm1/8$ correspond to $\alpha=\alpha_0\sqrt{1\pm 1/8}$, so the default speed of light is multiplied by about $0.9428$ for $x=+1/8$ and by about $1.0690$ for $x=-1/8$. Both runs should follow the same pair of states and use the same basis or grid. Four times the frequency difference is the estimate of $q$.

At this step, frequency errors up to $\varepsilon$ contribute at most $8\varepsilon$. If the frequency is a difference of two total energies, each converged to within $\delta$ in the same units, then $\varepsilon=2\delta$.

A second pair of runs at $x=\pm1/16$ gives a second estimate. Its difference from the first hints at the size of $\omega'''$ near $x=0$, if it is well above $24\varepsilon$, the most that frequency errors can contribute to it. For a cubic frequency, halving the step from $d$ changes the estimate by exactly $|\omega'''|d^2/8$ in absolute value. For other frequencies the change can miss a third derivative that is not small: for $\omega=x^4$ it is zero, although $\omega'''=24x$. It therefore does not supply the bound $M$.
